# Error bound and optimal step for the finite-field second derivative of a force

Take a force that depends on the field strength \(x\) as \(f(x)=Mx^4/24\) with \(M>0\), so \(f''(0)=0\). For a step \(h>0\) the central difference \((f(h)-2f(0)+f(-h))/h^2\) gives \(Mh^2/12\) instead of zero. If the values at \(\pm h\) come out too high by \(\varepsilon>0\) and the value at zero too low by \(\varepsilon\), the quotient gains \(4\varepsilon/h^2\). As \(h\) decreases, the first error shrinks and the second grows.

## Physical setting

For nuclear coordinates \(R\) and a static field of strength \(x\) along a fixed direction, the energy is \(U=U_0-\mu x-\tfrac12\alpha x^2-\dots\), with field-free energy \(U_0(R)\), dipole component \(\mu(R)\) and polarisability component \(\alpha(R)\). The force \(f=-\partial U/\partial R\) then has \(f''(0)=\partial\alpha/\partial R\), primes being field derivatives. This polarisability derivative enters the static, non-resonant Raman tensor, and the result bounds the error of its three-point estimate for a one-parameter field at fixed geometry, given a bound on the fourth field derivative of the force and a worst-case bound on the force error.

## Statement

Let \(f\) be of class \(C^4\), \(h>0\), and \(\|f''''\|\le M\) on \([-h,h]\). Let the computed force \(g\) satisfy \(\|g-f\|\le\varepsilon\) at \(h\), \(0\) and \(-h\). With
\[ D_h g=\frac{g(h)-2g(0)+g(-h)}{h^2},\qquad B(h)=\frac{Mh^2}{12}+\frac{4\varepsilon}{h^2}, \]
one has \(\|D_hg-f''(0)\|\le B(h)\). For \(M,\varepsilon>0\), \(B(h)\ge 2\sqrt{M\varepsilon/3}\), with equality exactly when \(h^4=48\varepsilon/M\).

## Derivation

Define \(r(t)=f(t)-2f(0)+f(-t)-t^2f''(0)\). Then
\[ r'=f'(t)-f'(-t)-2tf''(0),\qquad r''=f''(t)+f''(-t)-2f''(0), \]
\[ r'''=f'''(t)-f'''(-t),\qquad r''''=f''''(t)+f''''(-t). \]
All of \(r,r',r'',r'''\) vanish at \(t=0\), and \(\|r''''\|\le 2M\) on \([0,h]\). Integrating from zero four times gives
\[ \|r'''\|\le 2Mt,\quad \|r''\|\le Mt^2,\quad \|r'\|\le Mt^3/3,\quad \|r\|\le Mt^4/12 . \]
Since \(D_hf-f''(0)=r(h)/h^2\), the truncation error is at most \(Mh^2/12\). With \(\delta=g-f\), \(D_hg-D_hf=(\delta(h)-2\delta(0)+\delta(-h))/h^2\) has norm at most \(4\varepsilon/h^2\). The triangle inequality adds the two.

Put \(s=\sqrt{M\varepsilon/3}\), so \(12s^2/M=4\varepsilon\). Expanding the square,
\[ \frac{(Mh^2-12s)^2}{12Mh^2}=\frac{Mh^2}{12}-2s+\frac{4\varepsilon}{h^2}=B(h)-2s . \]
Hence \(B(h)\ge 2s\), with equality iff \(Mh^2=12s\). Both sides are positive, so this is equivalent to \(M^2h^4=144s^2=48M\varepsilon\).

## What the formal version assumes

The force is `f : ℝ → E` with `E` any real normed space, which covers one component and the whole force vector. `secondDiff g h` is \(D_hg\), `errorBound M ε h` is \(B(h)\), and `iteratedDeriv 2 f 0` is \(f''(0)\). `ContDiff ℝ 4 f` asks for smoothness at every real field strength, while the bound `hM` is needed only on `Icc (-h) h` and `hp`, `hz`, `hm` only at the three sampled fields. \(M\) and \(\varepsilon\) are assumed, not derived from an electronic-structure method. The error is deterministic and worst-case, not statistical. What is minimised is the bound at fixed \(M\) and \(\varepsilon\), not the actual error of a given \(g\). Mixed derivatives in two field components and the link between \(f''(0)\) and \(\alpha\) do not appear in the theorems.

Lean has not checked the following examples. Without the assumed smoothness the bound can fail: for \(g=f=|x|^3\), \(f''(0)=0\) and \(D_hf=2h\), while \(f''''=0\) for \(x\ne0\). Lean assigns zero to a derivative that does not exist, so `hM` holds at \(x=0\) as well. At \(h=1\), \(M=12\), \(\varepsilon=1/8\) the error \(2\) exceeds \(B=3/2\). In the limiting case \(M=0\), \(\varepsilon>0\), the bound \(4\varepsilon/h^2\) decreases as \(h\) grows and has no least value; for \(\varepsilon=0\), \(M>0\) it decreases as \(h\to0\) and has none either.

```lean
import Mathlib

open Set

namespace RamanFiniteField

noncomputable section

variable {E : Type*} [NormedAddCommGroup E] [NormedSpace ℝ E]

/-- Central second difference at zero field of a force `g` with field step `h`:
`(g(h) - 2 g(0) + g(-h)) / h²`. -/
def secondDiff (g : ℝ → E) (h : ℝ) : E := (h ^ 2)⁻¹ • (g h - (2 : ℝ) • g 0 + g (-h))

/-- The error bound `M h² / 12 + 4 ε / h²`, a truncation term plus a noise term. -/
def errorBound (M ε h : ℝ) : ℝ := M * h ^ 2 / 12 + 4 * ε / h ^ 2

/-- The quartic force `M x⁴ / 24` as a function of the field `x`. -/
def quarticForce (M x : ℝ) : ℝ := M / 24 * x ^ 4

/-- Computed values of the quartic force, off by `-ε` at zero field and by `+ε` elsewhere. -/
def quarticData (M ε x : ℝ) : ℝ := quarticForce M x + if x = 0 then -ε else ε

/-- A function vanishing at zero whose derivative is bounded by `C (n+1) tⁿ` on `[0, h]` is
bounded by `C tⁿ⁺¹` there. -/
theorem norm_le_of_deriv_le {φ φ' : ℝ → E} {C h : ℝ} (n : ℕ)
    (hd : ∀ t, HasDerivAt φ (φ' t) t) (h0 : φ 0 = 0)
    (hb : ∀ t ∈ Icc 0 h, ‖φ' t‖ ≤ C * ((n : ℝ) + 1) * t ^ n) :
    ∀ t ∈ Icc 0 h, ‖φ t‖ ≤ C * t ^ (n + 1) := by
  intro t ht
  exact image_norm_le_of_norm_deriv_right_le_deriv_boundary
    (B := fun t => C * t ^ (n + 1)) (B' := fun t => C * ((n : ℝ) + 1) * t ^ n)
    (fun x _ => (hd x).continuousAt.continuousWithinAt)
    (fun x _ => (hd x).hasDerivWithinAt) (by simp [h0])
    (fun x => ((hasDerivAt_pow (n + 1) x).const_mul C).congr_deriv (by simp [mul_assoc]))
    (fun x hx => hb x (Ico_subset_Icc_self hx)) ht

/-- Truncation error: for a step `h > 0` and an exact force with successive field derivatives `f₁, …, f₄` and
`‖f₄‖ ≤ M` on `[-h, h]`, the second difference is within `M h² / 12` of `f₂(0)`. -/
theorem truncation_error {f f₁ f₂ f₃ f₄ : ℝ → E} {M h : ℝ} (hh : 0 < h)
    (h0 : ∀ x, HasDerivAt f (f₁ x) x) (h1 : ∀ x, HasDerivAt f₁ (f₂ x) x)
    (h2 : ∀ x, HasDerivAt f₂ (f₃ x) x) (h3 : ∀ x, HasDerivAt f₃ (f₄ x) x)
    (hM : ∀ x ∈ Icc (-h) h, ‖f₄ x‖ ≤ M) :
    ‖secondDiff f h - f₂ 0‖ ≤ M * h ^ 2 / 12 := by
  have hn : ∀ {p q : ℝ → E}, (∀ x, HasDerivAt p (q x) x) →
      ∀ x, HasDerivAt (fun t => p (-t)) (-q (-x)) x := by
    intro p q hp x
    have := HasDerivAt.scomp x (hp (-x)) (hasDerivAt_neg x)
    exact this.congr_deriv (by simp)
  -- integrate the bound 2M on the fourth derivative of the symmetric remainder four times
  have b3 := norm_le_of_deriv_le (φ := fun t => f₃ t - f₃ (-t)) (φ' := fun t => f₄ t + f₄ (-t))
    (C := 2 * M) (h := h) 0
    (fun t => ((h3 t).fun_sub (hn h3 t)).congr_deriv (by simp)) (by simp)
    (fun t ht => by
      have a := hM t ⟨by linarith [ht.1], ht.2⟩
      have b := hM (-t) ⟨by linarith [ht.2], by linarith [ht.1]⟩
      have c := norm_add_le (f₄ t) (f₄ (-t))
      simp only [Nat.cast_zero, zero_add, mul_one, pow_zero]
      linarith)
  have b2 := norm_le_of_deriv_le (φ := fun t => f₂ t + f₂ (-t) - (2 : ℝ) • f₂ 0)
    (φ' := fun t => f₃ t - f₃ (-t)) (C := M) (h := h) 1
    (fun t => (((h2 t).fun_add (hn h2 t)).sub_const _).congr_deriv (by abel))
    (by simp [two_smul ℝ]) (fun t ht => (b3 t ht).trans_eq (by push_cast; ring))
  have b1 := norm_le_of_deriv_le (φ := fun t => f₁ t - f₁ (-t) - (2 * t) • f₂ 0)
    (φ' := fun t => f₂ t + f₂ (-t) - (2 : ℝ) • f₂ 0) (C := M / 3) (h := h) 2
    (fun t => (((h1 t).fun_sub (hn h1 t)).fun_sub
      (((hasDerivAt_id' t).const_mul 2).smul_const (f₂ 0))).congr_deriv (by simp))
    (by simp) (fun t ht => (b2 t ht).trans_eq (by push_cast; ring))
  have b0 := norm_le_of_deriv_le
    (φ := fun t => f t - (2 : ℝ) • f 0 + f (-t) - t ^ 2 • f₂ 0)
    (φ' := fun t => f₁ t - f₁ (-t) - (2 * t) • f₂ 0) (C := M / 12) (h := h) 3
    (fun t => ((((h0 t).sub_const _).fun_add (hn h0 t)).fun_sub
      ((hasDerivAt_pow 2 t).smul_const (f₂ 0))).congr_deriv (by simp [sub_eq_add_neg]))
    (by simp [two_smul ℝ]) (fun t ht => (b1 t ht).trans_eq (by push_cast; ring))
  have b : ‖f h - (2 : ℝ) • f 0 + f (-h) - h ^ 2 • f₂ 0‖ ≤ M / 12 * h ^ 4 :=
    b0 h ⟨hh.le, le_rfl⟩
  have hp : 0 < h ^ 2 := by positivity
  have e : secondDiff f h - f₂ 0
      = (h ^ 2)⁻¹ • (f h - (2 : ℝ) • f 0 + f (-h) - h ^ 2 • f₂ 0) := by
    rw [smul_sub, inv_smul_smul₀ hp.ne']
    rfl
  rw [e, norm_smul, norm_inv, Real.norm_of_nonneg hp.le]
  calc _ ≤ (h ^ 2)⁻¹ * (M / 12 * h ^ 4) := by gcongr
    _ = M * h ^ 2 / 12 := by field_simp

/-- Noise error: if computed and exact forces differ by at most `ε` at the fields `h, 0, -h`,
their second differences differ by at most `4 ε / h²`. -/
theorem noise_error {f g : ℝ → E} {ε h : ℝ} (hh : 0 < h) (hp : ‖g h - f h‖ ≤ ε)
    (hz : ‖g 0 - f 0‖ ≤ ε) (hm : ‖g (-h) - f (-h)‖ ≤ ε) :
    ‖secondDiff g h - secondDiff f h‖ ≤ 4 * ε / h ^ 2 := by
  have h2 : 0 < h ^ 2 := by positivity
  have e : secondDiff g h - secondDiff f h = (h ^ 2)⁻¹ •
      ((g h - f h) - (g 0 - f 0) + ((g (-h) - f (-h)) - (g 0 - f 0))) := by
    unfold secondDiff
    module
  have a := norm_add_le ((g h - f h) - (g 0 - f 0)) ((g (-h) - f (-h)) - (g 0 - f 0))
  have b := norm_sub_le (g h - f h) (g 0 - f 0)
  have c := norm_sub_le (g (-h) - f (-h)) (g 0 - f 0)
  rw [e, norm_smul, norm_inv, Real.norm_of_nonneg h2.le, div_eq_inv_mul]
  exact mul_le_mul_of_nonneg_left (by linarith) (inv_pos.mpr h2).le

/-- For a step `h > 0`, a force `f` of class `C⁴` in the field with `‖f''''‖ ≤ M` on `[-h, h]` and computed
values `g` within `ε` of `f` at `h, 0, -h`, the second difference of `g` is within
`M h² / 12 + 4 ε / h²` of `f''(0)`. -/
theorem finite_field_error {f g : ℝ → E} {M ε h : ℝ} (hh : 0 < h) (hf : ContDiff ℝ 4 f)
    (hM : ∀ x ∈ Icc (-h) h, ‖iteratedDeriv 4 f x‖ ≤ M) (hp : ‖g h - f h‖ ≤ ε)
    (hz : ‖g 0 - f 0‖ ≤ ε) (hm : ‖g (-h) - f (-h)‖ ≤ ε) :
    ‖secondDiff g h - iteratedDeriv 2 f 0‖ ≤ errorBound M ε h := by
  have hd : ∀ k : ℕ, k < 4 →
      ∀ x, HasDerivAt (iteratedDeriv k f) (iteratedDeriv (k + 1) f x) x := by
    intro k hk x
    rw [iteratedDeriv_succ]
    exact (hf.differentiable_iteratedDeriv k (by exact_mod_cast hk) x).hasDerivAt
  have h0 := hd 0 (by norm_num)
  rw [iteratedDeriv_zero] at h0
  have t : ‖secondDiff f h - iteratedDeriv 2 f 0‖ ≤ M * h ^ 2 / 12 :=
    truncation_error (f₂ := iteratedDeriv 2 f) hh h0 (hd 1 (by norm_num)) (hd 2 (by norm_num))
      (hd 3 (by norm_num)) hM
  have n := noise_error hh hp hz hm
  have s := norm_sub_le_norm_sub_add_norm_sub (secondDiff g h) (secondDiff f h)
    (iteratedDeriv 2 f 0)
  unfold errorBound
  linarith

/-- For `M, ε, h > 0` and `s = √(M ε / 3)`, the error bound equals `2 s + (M h² - 12 s)² / (12 M h²)`. -/
theorem errorBound_eq {M ε h : ℝ} (hM : 0 < M) (hε : 0 < ε) (hh : 0 < h) :
    errorBound M ε h
      = 2 * √(M * ε / 3) + (M * h ^ 2 - 12 * √(M * ε / 3)) ^ 2 / (12 * M * h ^ 2) := by
  have key : ∀ s : ℝ, s ^ 2 = M * ε / 3 →
      errorBound M ε h = 2 * s + (M * h ^ 2 - 12 * s) ^ 2 / (12 * M * h ^ 2) := by
    intro s hs
    have e : ε = 3 * s ^ 2 / M := by
      rw [hs]
      field_simp
    rw [errorBound, e]
    field_simp
    ring
  exact key _ (Real.sq_sqrt (by positivity))

/-- For `M, ε > 0` and a positive step the error bound is at least `2 √(M ε / 3)`, with equality exactly when
`h⁴ = 48 ε / M`. -/
theorem errorBound_min {M ε h : ℝ} (hM : 0 < M) (hε : 0 < ε) (hh : 0 < h) :
    2 * √(M * ε / 3) ≤ errorBound M ε h ∧
      (errorBound M ε h = 2 * √(M * ε / 3) ↔ h ^ 4 = 48 * ε / M) := by
  have hs : √(M * ε / 3) ^ 2 = M * ε / 3 := Real.sq_sqrt (by positivity)
  have hY : 0 < 12 * M * h ^ 2 := by positivity
  rw [errorBound_eq hM hε hh, eq_div_iff hM.ne']
  refine ⟨le_add_of_nonneg_right (by positivity), fun he => ?_, fun he => ?_⟩
  · -- equality forces the completed square to vanish
    have h0 : (M * h ^ 2 - 12 * √(M * ε / 3)) ^ 2 / (12 * M * h ^ 2) = 0 := by linarith
    have h1 := (pow_eq_zero_iff two_ne_zero).mp ((div_eq_zero_iff.mp h0).resolve_right hY.ne')
    apply mul_left_cancel₀ hM.ne'
    linear_combination (M * h ^ 2 + 12 * √(M * ε / 3)) * h1 + 144 * hs
  · have h2 : M * h ^ 2 = 12 * √(M * ε / 3) :=
      (sq_eq_sq₀ (by positivity) (by positivity)).mp (by linear_combination M * he - 144 * hs)
    rw [h2]
    simp

/-- For `M, ε > 0` the least value of the error bound over all positive steps is `2 √(M ε / 3)`. -/
theorem errorBound_isLeast {M ε : ℝ} (hM : 0 < M) (hε : 0 < ε) :
    IsLeast (errorBound M ε '' Ioi 0) (2 * √(M * ε / 3)) := by
  have hp : 0 < √√(48 * ε / M) := by positivity
  refine ⟨⟨_, hp, (errorBound_min hM hε hp).2.mpr ?_⟩, ?_⟩
  · calc √√(48 * ε / M) ^ 4 = (√√(48 * ε / M) ^ 2) ^ 2 := by ring
      _ = 48 * ε / M := by rw [Real.sq_sqrt (Real.sqrt_nonneg _), Real.sq_sqrt (by positivity)]
  · rintro _ ⟨h, hh, rfl⟩
    exact (errorBound_min hM hε hh).1

/-- For `M, ε > 0` and under the hypotheses of `finite_field_error`, at the positive step with
`h⁴ = 48 ε / M` the second difference of the computed force is within
`2 √(M ε / 3)` of `f''(0)`. -/
theorem finite_field_error_optimal {f g : ℝ → E} {M ε h : ℝ} (hM0 : 0 < M) (hε : 0 < ε)
    (hh : 0 < h) (hopt : h ^ 4 = 48 * ε / M) (hf : ContDiff ℝ 4 f)
    (hM : ∀ x ∈ Icc (-h) h, ‖iteratedDeriv 4 f x‖ ≤ M) (hp : ‖g h - f h‖ ≤ ε)
    (hz : ‖g 0 - f 0‖ ≤ ε) (hm : ‖g (-h) - f (-h)‖ ≤ ε) :
    ‖secondDiff g h - iteratedDeriv 2 f 0‖ ≤ 2 * √(M * ε / 3) :=
  (finite_field_error hh hf hM hp hz hm).trans_eq ((errorBound_min hM0 hε hh).2.mpr hopt)

/-- For `ε ≥ 0`: the quartic force is `C⁴` with fourth derivative `M`, its computed values are off by exactly
`ε`, and the error of their second difference equals the bound for every nonzero step. -/
theorem errorBound_sharp {M ε h : ℝ} (hε : 0 ≤ ε) (hh : h ≠ 0) :
    ContDiff ℝ 4 (quarticForce M) ∧ (∀ x, iteratedDeriv 4 (quarticForce M) x = M) ∧
      (∀ x, |quarticData M ε x - quarticForce M x| = ε) ∧
      secondDiff (quarticData M ε) h - iteratedDeriv 2 (quarticForce M) 0
        = errorBound M ε h := by
  have step : ∀ (k n : ℕ) (c d : ℝ), d = c * ((n : ℝ) + 1) →
      (iteratedDeriv k (quarticForce M) = fun x => c * x ^ (n + 1)) →
      iteratedDeriv (k + 1) (quarticForce M) = fun x => d * x ^ n := by
    intro k n c d hd hk
    rw [iteratedDeriv_succ, hk, hd]
    funext x
    exact (((hasDerivAt_pow (n + 1) x).const_mul c).congr_deriv (by simp [mul_assoc])).deriv
  have i1 := step 0 3 (M / 24) (M / 6) (by push_cast; ring) (by rw [iteratedDeriv_zero]; rfl)
  have i2 : iteratedDeriv 2 (quarticForce M) = fun x => M / 2 * x ^ 2 :=
    step 1 2 (M / 6) (M / 2) (by push_cast; ring) i1
  have i3 := step 2 1 (M / 2) M (by push_cast; ring) i2
  have i4 : iteratedDeriv 4 (quarticForce M) = fun x => M * x ^ 0 :=
    step 3 0 M M (by simp) i3
  have hn : -h ≠ 0 := neg_ne_zero.mpr hh
  refine ⟨by unfold quarticForce; fun_prop, fun x => by simp [i4], fun x => ?_, ?_⟩
  · unfold quarticData
    split_ifs <;> simp [abs_of_nonneg hε]
  · rw [i2]
    simp only [secondDiff, quarticData, quarticForce, errorBound, if_neg hh, if_neg hn,
      ↓reduceIte, smul_eq_mul]
    field_simp
    ring

end

end RamanFiniteField
```

```lean
#print axioms RamanFiniteField.errorBound_isLeast
#print axioms RamanFiniteField.finite_field_error_optimal
#print axioms RamanFiniteField.errorBound_sharp
```

```
'RamanFiniteField.errorBound_isLeast' depends on axioms: [propext, Classical.choice, Quot.sound]
'RamanFiniteField.finite_field_error_optimal' depends on axioms: [propext, Classical.choice, Quot.sound]
'RamanFiniteField.errorBound_sharp' depends on axioms: [propext, Classical.choice, Quot.sound]
```

## Notes on the proof

`norm_le_of_deriv_le` is one integration step: for a differentiable function \(\varphi\), a constant \(C\) and a natural number \(n\), if \(\varphi(0)=0\) and \(\|\varphi'\|\le C(n+1)t^n\) on \([0,h]\), then \(\|\varphi\|\le Ct^{n+1}\). It uses a Mathlib comparison lemma with boundary function \(Ct^{n+1}\) and forms no integral.

`truncation_error` applies it with \(n=0,1,2,3\) and \(C=2M,\ M,\ M/3,\ M/12\). The results `b3`, `b2`, `b1`, `b0` are the bounds on \(r''',r'',r',r\); `hn` supplies the sign from differentiating a function of \(-t\), and `e` is the division by \(h^2\). `noise_error` groups the numerator as \((\delta(h)-\delta(0))+(\delta(-h)-\delta(0))\) and bounds it by three triangle inequalities. `finite_field_error` draws the chain of derivatives `hd` from `hf` and adds the two errors; it needs no separate positivity hypothesis on \(M\) or \(\varepsilon\).

`errorBound_eq` is the completed square, obtained by substituting \(\varepsilon=3s^2/M\). In `errorBound_min`, equality forces `h1`, that is \(Mh^2-12s=0\), and multiplying by \(Mh^2+12s\) gives the fourth-power condition; the converse takes square roots with `sq_eq_sq₀`. `errorBound_isLeast` shows that the step `√√(48 * ε / M)` attains \(2s\), so \(2s\) is the least value of \(B\) over \(h>0\). `finite_field_error_optimal` gives error at most \(2s\) at that step, with `hM` required on the interval of that step.

`errorBound_sharp` is the opening example: `quarticForce M` has fourth derivative \(M\), `quarticData M ε` is off by exactly \(\varepsilon\) everywhere, and the signed error equals \(B(h)\) for every \(h\neq0\) and \(\varepsilon\ge0\). For \(M\ge0\) and \(h>0\) this pair meets the hypotheses of `finite_field_error` and attains its bound.
